# For n+1 errors in uniformly random order, the k-th smallest of the first n bounds the last with probability at least k/(n+1)

Randomness enters here only through the order of the data. The $n+1$ errors are fixed real numbers, all $(n+1)!$ orders of them are equally likely, and the probability of an event is the fraction of orders for which it holds. The errors need not be Gaussian, unbiased or small. What is postulated is the random order, which stands for a test configuration that was not singled out in any way from the configurations used for calibration.

Write the errors as $e_0,\dots,e_n$ and an order as a permutation $\sigma$ of $\{0,\dots,n\}$, so that position $i$ holds $e_{\sigma(i)}$. For a list $f$ of real numbers, let $q_j(f)$ be its $(j+1)$-th smallest value, counted with repetitions. This is the entry with zero-based index $j$ in the sorted array. With $k=j+1$ and $1\le k\le n$, the bound is

$$
P\big(e_{\sigma(n)}\le q_j(e_{\sigma(0)},\dots,e_{\sigma(n-1)})\big)\;\ge\;\frac{k}{n+1},
$$

with equality if the errors are distinct.

## Error bars from held-out configurations

Let $V$ be an interatomic potential and $E$ the reference energy, for instance from density functional theory. A code evaluates $|E-V|$ on $n$ calibration configurations, sorts the results, and takes the entry with index $k-1$ as the half-width $w$ of an error bar. For a new configuration $x$ it reports $V(x)\pm w$. To guarantee that the reference energy is covered with probability at least $1-\alpha$, whatever the deviations are, it needs an integer $k$ with $1\le k\le n$ and

$$
k\ge(1-\alpha)(n+1).
$$

The factor is $n+1$, not $n$. For a guaranteed coverage of 95% the smallest possible calibration set therefore has $n=19$ configurations, with $k=19$, and the half-width is the largest deviation found. A percentile routine that interpolates between sorted entries can return a smaller half-width, to which the bound doesn't apply.

For an alloy potential, this gives its predicted energies an error bar relative to the electronic-structure reference, as long as the potential was fitted without the calibration and test configurations, and these come in random order.

## Counting the errors below the last one

**A count replaces the order statistic.** For a list $f$ of real numbers and a real $x$,

$$
x\le q_j(f)\iff \#\{i: f_i<x\}\le j .
$$

If $x\le q_j(f)$, every sorted entry below $x$ is also below $q_j(f)$, so its index is less than $j$, and there are at most $j$ such entries. If instead $q_j(f)<x$, the entries $q_0(f),\dots,q_j(f)$ all lie below $x$, and there are $j+1$ of them.

**The last error can join the list.** Take $x=f_n$. Since $f_n<f_n$ is false, the number of entries below $f_n$ is the same among the first $n$ as among all $n+1$. Hence

$$
f_n\le q_j(f_0,\dots,f_{n-1})\iff f_n\le q_j(f_0,\dots,f_n).
$$

Now put $f_i=e_{\sigma(i)}$. The order statistic on the right is that of the complete list, which doesn't depend on the order. Call it $t=q_j(e_0,\dots,e_n)$. The event has become $e_{\sigma(n)}\le t$ with a fixed threshold $t$.

**Every position is alike.** Let $A$ be the set of indices $m$ with $e_m\le t$, and let $N_i$ be the number of permutations with $\sigma(i)\in A$. Exchanging the contents of positions $i$ and $l$ pairs the permutations counted by $N_i$ with those counted by $N_l$, so all $N_i$ are equal. Each permutation has exactly $|A|$ positions whose index lies in $A$. Counting pairs of a position and a permutation in two ways gives

$$
(n+1)\,N_n=(n+1)!\,|A|,\qquad\text{so}\qquad P(e_{\sigma(n)}\le t)=\frac{N_n}{(n+1)!}=\frac{|A|}{n+1}.
$$

**The size of $A$.** The $j+1=k$ smallest entries of the complete list are at most $t$, so $|A|\ge k$. If the errors are distinct, all later entries exceed $t$, and $|A|=k$.

**From deviations to energies.** Let $e_m=|E(x_m)-V(x_m)|$ for configurations $x_0,\dots,x_n$. For the configuration $x$ in the last position, $|E(x)-V(x)|\le w$ is equivalent to $V(x)-w\le E(x)\le V(x)+w$. The probability of this is at least $k/(n+1)$, which is at least $1-\alpha$ by the choice of $k$.

## Five errors worked by hand

Take the errors 1, 2, 4, 7 and 11 meV per atom, so $n=4$, and let $k=3$. Each error is last in $4!=24$ of the 120 orders.

| Last error | Third smallest of the other four | Covered |
|---|---|---|
| 1 | 7 | yes |
| 2 | 7 | yes |
| 4 | 7 | yes |
| 7 | 4 | no |
| 11 | 4 | no |

The probability is $72/120=3/5=k/(n+1)$. The fixed threshold is $t=4$, the third smallest of all five, and the covered cases are those with a last error of at most 4.

If the 7 is replaced by a second 4, the threshold is still 4, but four of the five errors now reach at most that value. The probability rises to $4/5$, above the bound of $3/5$.

## The Lean file

```lean
import Mathlib

open Finset

namespace CalibratedErrorBars

noncomputable section

/-- The order statistic of a list of `n` errors: index `j = 0, ..., n-1` gives the
`(j+1)`-th smallest value, counted with repetitions. -/
def orderStat {n : ℕ} (f : Fin n → ℝ) (j : Fin n) : ℝ := f (Tuple.sort f j)

/-- The probability of an event when all orderings of `N` items are equally likely:
the fraction of permutations for which the event holds. -/
def prob {N : ℕ} (P : Equiv.Perm (Fin N) → Prop) [DecidablePred P] : ℝ :=
  (#{σ : Equiv.Perm (Fin N) | P σ} : ℝ) / (Fintype.card (Equiv.Perm (Fin N)) : ℝ)

/-- The half-width of the error bar: the `(j+1)`-th smallest absolute deviation between
the potential `V` and the reference energy `E` on the calibration configurations `y`. -/
def errorBar {X : Type*} {n : ℕ} (V E : X → ℝ) (y : Fin n → X) (j : Fin n) : ℝ :=
  orderStat (fun i => |E (y i) - V (y i)|) j

/-- Events that hold for the same orderings have the same probability. -/
theorem prob_congr {N : ℕ} {P Q : Equiv.Perm (Fin N) → Prop} [DecidablePred P]
    [DecidablePred Q] (h : ∀ σ, P σ ↔ Q σ) : prob P = prob Q := by
  unfold prob
  rw [Finset.filter_congr (fun σ _ => h σ)]

/-- A number is at most the `(j+1)`-th smallest error exactly when at most `j` errors
lie strictly below it. -/
theorem le_orderStat_iff {n : ℕ} (f : Fin n → ℝ) (j : Fin n) (x : ℝ) :
    x ≤ orderStat f j ↔ #{i | f i < x} ≤ (j : ℕ) := by
  have mono : ∀ a b, a ≤ b → orderStat f a ≤ orderStat f b :=
    fun a b hab => Tuple.monotone_sort f hab
  -- count in sorted order
  have hc : #{i | orderStat f i < x} = #{i | f i < x} :=
    Finset.card_equiv (Tuple.sort f) (by
      intro i
      simp only [Finset.mem_filter, Finset.mem_univ, true_and]
      exact Iff.rfl)
  rw [← hc]
  constructor
  · intro h
    refine (Finset.card_le_card (t := Finset.Iio j) ?_).trans (Fin.card_Iio j).le
    intro i hi
    simp only [Finset.mem_filter, Finset.mem_univ, true_and] at hi
    rw [Finset.mem_Iio]
    by_contra hij
    linarith [mono j i (not_lt.mp hij)]
  · intro h
    by_contra hx
    have hsub : (Finset.Iic j).card ≤ #{i | orderStat f i < x} := by
      apply Finset.card_le_card
      intro i hi
      rw [Finset.mem_Iic] at hi
      simp only [Finset.mem_filter, Finset.mem_univ, true_and]
      linarith [mono i j hi, not_le.mp hx]
    rw [Fin.card_Iic] at hsub
    omega

/-- Order statistics do not depend on the order in which the errors are listed. -/
theorem orderStat_perm {n : ℕ} (f : Fin n → ℝ) (σ : Equiv.Perm (Fin n)) (j : Fin n) :
    orderStat (fun i => f (σ i)) j = orderStat f j := by
  apply eq_of_forall_le_iff
  intro x
  have hc : #{i | f (σ i) < x} = #{i | f i < x} :=
    Finset.card_equiv σ (by intro i; simp)
  rw [le_orderStat_iff, le_orderStat_iff, hc]

/-- The last error is at most the `(j+1)`-th smallest of the first `n` exactly when it is
at most the `(j+1)`-th smallest of all `n+1`. -/
theorem last_le_iff {n : ℕ} (e : Fin (n + 1) → ℝ) (j : Fin n) :
    e (Fin.last n) ≤ orderStat (fun i : Fin n => e i.castSucc) j ↔
      e (Fin.last n) ≤ orderStat e j.castSucc := by
  -- the last error does not lie below itself
  have hc : #{i | e i < e (Fin.last n)} =
      #{i : Fin n | e i.castSucc < e (Fin.last n)} := by
    simp only [Finset.card_filter, Fin.sum_univ_castSucc, lt_irrefl, ↓reduceIte, add_zero]
  have h1 := le_orderStat_iff (fun i : Fin n => e i.castSucc) j (e (Fin.last n))
  have h2 := le_orderStat_iff e j.castSucc (e (Fin.last n))
  rw [hc] at h2
  exact h1.trans h2.symm

/-- Exchangeability: in a uniformly random order, the item at any fixed position has a
property with probability equal to the fraction of items that have it. -/
theorem prob_position {n : ℕ} (p : Fin (n + 1) → Prop) [DecidablePred p]
    (i : Fin (n + 1)) :
    prob (fun σ : Equiv.Perm (Fin (n + 1)) => p (σ i)) = (#{m | p m} : ℝ) / (n + 1) := by
  -- all positions are equivalent
  have hpos : ∀ k : Fin (n + 1), #{σ : Equiv.Perm (Fin (n + 1)) | p (σ k)} =
      #{σ : Equiv.Perm (Fin (n + 1)) | p (σ i)} := fun k =>
    Finset.card_equiv (Equiv.mulRight (Equiv.swap i k)) (by intro σ; simp)
  -- every ordering contains the same items
  have hval : ∀ σ : Equiv.Perm (Fin (n + 1)), #{k | p (σ k)} = #{m | p m} := fun σ =>
    Finset.card_equiv σ (by intro k; simp)
  -- count pairs of a position and an ordering in two ways
  have total : ∑ k : Fin (n + 1), #{σ : Equiv.Perm (Fin (n + 1)) | p (σ k)} =
      ∑ σ : Equiv.Perm (Fin (n + 1)), #{k | p (σ k)} := by
    simp only [Finset.card_filter]
    exact Finset.sum_comm
  rw [Finset.sum_congr rfl (fun k _ => hpos k),
    Finset.sum_congr rfl (fun σ _ => hval σ)] at total
  simp only [Finset.sum_const, Finset.card_univ, Fintype.card_fin, smul_eq_mul] at total
  have hR : ((n : ℝ) + 1) * (#{σ : Equiv.Perm (Fin (n + 1)) | p (σ i)} : ℝ) =
      (Fintype.card (Equiv.Perm (Fin (n + 1))) : ℝ) * (#{m | p m} : ℝ) := by
    exact_mod_cast total
  unfold prob
  rw [div_eq_div_iff (Nat.cast_ne_zero.mpr Fintype.card_ne_zero) (by positivity)]
  linarith

/-- For any errors, with or without ties, the coverage probability is the fraction of all
`n+1` errors that do not exceed their `(j+1)`-th smallest value. -/
theorem coverage_eq {n : ℕ} (e : Fin (n + 1) → ℝ) (j : Fin n) :
    prob (fun σ : Equiv.Perm (Fin (n + 1)) =>
      e (σ (Fin.last n)) ≤ orderStat (fun i : Fin n => e (σ i.castSucc)) j) =
      (#{m | e m ≤ orderStat e j.castSucc} : ℝ) / (n + 1) := by
  refine (prob_congr fun σ => ?_).trans
    (prob_position (fun m => e m ≤ orderStat e j.castSucc) (Fin.last n))
  have h := last_le_iff (fun i => e (σ i)) j
  rwa [orderStat_perm e σ] at h

/-- For `n+1` distinct errors in uniformly random order, the last is at most the `k`-th
smallest of the first `n`, where `k = j+1`, with probability exactly `k/(n+1)`. -/
theorem coverage_distinct {n : ℕ} (e : Fin (n + 1) → ℝ) (he : Function.Injective e)
    (j : Fin n) :
    prob (fun σ : Equiv.Perm (Fin (n + 1)) =>
      e (σ (Fin.last n)) ≤ orderStat (fun i : Fin n => e (σ i.castSucc)) j) =
      ((j : ℝ) + 1) / (n + 1) := by
  have smono : StrictMono (orderStat e) :=
    (show Monotone (orderStat e) from Tuple.monotone_sort e).strictMono_of_injective
      (he.comp (Tuple.sort e).injective)
  have hc : (Finset.Iic j.castSucc).card = #{m | e m ≤ orderStat e j.castSucc} := by
    refine Finset.card_equiv (Tuple.sort e) fun i => ?_
    simp only [Finset.mem_Iic, Finset.mem_filter, Finset.mem_univ, true_and]
    exact smono.le_iff_le.symm
  rw [coverage_eq, ← hc, Fin.card_Iic]
  simp

/-- If ties among the errors are allowed, the coverage probability is still at least
`k/(n+1)`, where `k = j+1`. -/
theorem coverage_ge {n : ℕ} (e : Fin (n + 1) → ℝ) (j : Fin n) :
    ((j : ℝ) + 1) / (n + 1) ≤ prob (fun σ : Equiv.Perm (Fin (n + 1)) =>
      e (σ (Fin.last n)) ≤ orderStat (fun i : Fin n => e (σ i.castSucc)) j) := by
  have hc : (Finset.Iic j.castSucc).card ≤ #{m | e m ≤ orderStat e j.castSucc} := by
    refine Finset.card_le_card_of_injOn (Tuple.sort e) (fun i hi => ?_)
      (Tuple.sort e).injective.injOn
    have hi' : i ≤ j.castSucc := by simpa using hi
    have hm : e (Tuple.sort e i) ≤ orderStat e j.castSucc := Tuple.monotone_sort e hi'
    simpa using hm
  rw [Fin.card_Iic] at hc
  have hR : (j : ℝ) + 1 ≤ (#{m | e m ≤ orderStat e j.castSucc} : ℝ) := by
    exact_mod_cast hc
  rw [coverage_eq]
  gcongr

/-- Calibrated error bars: for any potential `V`, reference energy `E` and configurations
`x` in uniformly random order, if `k = j+1` is at least `(1-α)(n+1)`, the error bar from the
first `n` contains the reference energy of the last with probability at least `1-α`. -/
theorem errorBar_coverage {X : Type*} {n : ℕ} (V E : X → ℝ) (x : Fin (n + 1) → X)
    (j : Fin n) (α : ℝ) (hk : (1 - α) * (n + 1) ≤ (j : ℝ) + 1) :
    1 - α ≤ prob (fun σ : Equiv.Perm (Fin (n + 1)) =>
      V (x (σ (Fin.last n))) - errorBar V E (fun i : Fin n => x (σ i.castSucc)) j
          ≤ E (x (σ (Fin.last n))) ∧
      E (x (σ (Fin.last n))) ≤
        V (x (σ (Fin.last n))) + errorBar V E (fun i : Fin n => x (σ i.castSucc)) j) := by
  have h1 : 1 - α ≤ ((j : ℝ) + 1) / (n + 1) := by
    rw [le_div_iff₀ (by positivity)]
    exact hk
  refine (h1.trans (coverage_ge (fun m => |E (x m) - V (x m)|) j)).trans
    (prob_congr fun σ => ?_).le
  -- a deviation within the half-width means an energy within the error bar
  unfold errorBar
  rw [abs_le]
  constructor <;> rintro ⟨ha, hb⟩ <;> constructor <;> linarith

end

end CalibratedErrorBars
```

```lean
#print axioms CalibratedErrorBars.coverage_distinct
#print axioms CalibratedErrorBars.errorBar_coverage
```

```
'CalibratedErrorBars.coverage_distinct' depends on axioms: [propext, Classical.choice, Quot.sound]
'CalibratedErrorBars.errorBar_coverage' depends on axioms: [propext, Classical.choice, Quot.sound]
```

## How the Lean statements describe the calibration

The errors are a function `e : Fin (n + 1) → ℝ`, and an order is a permutation `σ` of `Fin (n + 1)`. The definition `prob` divides the number of permutations that satisfy an event by the number of all permutations. `Fin.last n` is the last position, and `i.castSucc` is position `i` among the first `n`, regarded as a position in the complete list. The index `j : Fin n` is zero-based, so $k$ appears as `(j : ℝ) + 1`. Its type enforces $1\le k\le n$, and with it $n\ge1$.

`coverage_distinct` is the equality, with distinctness expressed by `Function.Injective e`. `coverage_ge` is the bound for arbitrary errors. `coverage_eq` gives the exact value in both cases, namely the fraction of errors that don't exceed the threshold.

In `errorBar_coverage`, the configurations belong to an arbitrary type `X`, and `V` and `E` are arbitrary real functions on it. The theorem therefore applies to a pair potential as much as to a neural network. The hypothesis `hk` is the condition on $k$, and the two inequalities inside `prob` are the two ends of the error bar.

## How the lemmas carry out the count

`le_orderStat_iff` is the counting criterion. It uses the sorting permutation `Tuple.sort f` to move the count to the sorted list, then compares it with the sets of indices below `j` and up to `j`, which have $j$ and $j+1$ elements. `orderStat_perm` deduces that order statistics ignore the order of the list: by the criterion, the two values have the same real numbers below or equal to them, so they are equal.

`last_le_iff` lets the last error join the list. There `Fin.sum_univ_castSucc` splits the last term off the count, and `lt_irrefl` makes it zero. `prob_position` is the double count. Its step `hpos` exchanges two positions, `hval` says that every order contains the same items, and `total` interchanges the two sums.

`coverage_eq` combines these results. For distinct errors, `coverage_distinct` matches the indices up to `j` one to one with the errors up to the threshold. With ties, `coverage_ge` has only an injection from the former to the latter, which is why it yields an inequality. Finally, `errorBar_coverage` applies `coverage_ge` to the absolute deviations and uses `abs_le` to turn the bound on the deviation into the two bounds on the energy.

## Coverage on average, for a potential fixed before the shuffle

The guarantee holds for every finite $n\ge1$, without a large-sample limit, and for a poor potential as well as a good one. If all the deviations of a potential are large, so is the half-width.

The probability is an average over all orders, and so over which configuration comes last and which ones calibrate. It isn't a statement about one given configuration or one class of structures. In the example with $k=3$, the configuration with error 11 is missed in every order that puts it last.

In the theorem, `V` doesn't depend on `σ`. A potential that does depend on the order can break the bound: if it is refitted to reproduce the first $n$ energies exactly, the half-width is zero, and the last energy is missed whenever the fit is wrong there. Calibration configurations should therefore be kept out of the fit, and $k$ should be fixed before their errors are inspected.

The random order is assumed, and the way in which the configurations are chosen must justify it. Shuffling a pool of configurations before dividing it into calibration and test data does so. Calibrating on a crystalline phase and testing on the melt does not, and neither does calibrating on the early frames of a trajectory and testing on a later one. For configurations drawn independently from one distribution, the same bound follows by applying the theorem to each unordered sample and averaging, a step that the file leaves to the reader.

The error bar refers to the reference energy $E$. Any error of the electronic-structure method itself comes on top.
